# The radial density of a nodeless hydrogenic state peaks only at $r = n^2/Z$

To lay out a radial grid for the 1s, 2p or 3d orbital of a one-electron ion, it helps to know the distance at which the electron is most likely to be found, so that the grid can resolve the density there and extend well beyond it. For these orbitals, whose radial functions have no nodes at positive radius, the distance is $n^2/Z$ in atomic units, where $n$ is the principal quantum number and $Z$ the nuclear charge. For the 2p state of He⁺ this gives 2 bohr.

The setting is a single non-relativistic electron in the field of a fixed point nucleus. A nodeless state has the largest angular momentum that its shell allows, $l = n-1$. Its reduced radial function, which is $r$ times the radial part of the wavefunction, is $u(r) = r^n e^{-Zr/n}$ up to normalisation. The main theorem assumes three conditions: $r > 0$, $n \ge 1$ and $Z > 0$.

## The density being maximised

```lean
import Mathlib

open Set Filter Topology

namespace NodelessMostProbableRadius

noncomputable section
```

The function $u$ takes a natural number `n` and real numbers `Z` and `r`. None of the three conditions is built into the definition; each theorem asks for those it needs.

```lean
/-- The unnormalised reduced radial function `u(r) = r^n exp(-Z r / n)` of the nodeless
hydrogenic state with principal quantum number `n ≥ 1`, in atomic units. -/
def reducedRadial (n : ℕ) (Z r : ℝ) : ℝ := r ^ n * Real.exp (-(Z * r / n))
```

The probability of finding the electron between $r$ and $r + dr$, in any direction, is proportional to $u(r)^2\,dr$. This reading isn't proved in Lean: it comes from the Born rule and the integration over angles.

```lean
/-- The unnormalised radial probability density `u(r)^2` of the nodeless state, for `n ≥ 1`. -/
def radialDensity (n : ℕ) (Z r : ℝ) : ℝ := reducedRadial n Z r ^ 2
```

The name `bohrRadius` stands for the radius of the $n$-th Bohr orbit at charge $Z$. The textbook Bohr radius $a_0$ is the case $n = Z = 1$, and it is the unit of length here.

```lean
/-- The radius `n^2 / Z` in atomic units, for nuclear charge `Z ≠ 0`. -/
def bohrRadius (n : ℕ) (Z : ℝ) : ℝ := (n : ℝ) ^ 2 / Z
```

Squaring $u$ doubles both exponents, so the density is $r^{2n} e^{-2Zr/n}$. The normalised density is
$$P(r) = \frac{(2Z/n)^{2n+1}}{(2n)!}\, r^{2n} e^{-2Zr/n},$$
and the positive constant in front doesn't move the maximum. The Lean proof of the squared form collects the powers and the exponentials, and `ring` finishes the comparison of exponents.

```lean
/-- The radial density is `r^(2n) exp(-2 Z r / n)`. -/
theorem radialDensity_eq (n : ℕ) (Z r : ℝ) :
    radialDensity n Z r = r ^ (2 * n) * Real.exp (-(2 * Z * r / n)) := by
  unfold radialDensity reducedRadial
  rw [mul_pow, ← pow_mul, ← Real.exp_nat_mul, mul_comm n 2]
  congr 2
  push_cast
  ring
```

## $r > 0$: a distance from the nucleus

Physically, $r$ is a distance, and the nucleus itself is left out. In the derivation the condition allows division by $r$. The product rule gives
$$u'(r) = n r^{n-1} e^{-Zr/n} - \frac{Z}{n}\, r^n e^{-Zr/n} = \left(\frac{n}{r} - \frac{Z}{n}\right) u(r),$$
where the last step writes $r^{n-1}$ as $r^n/r$.

In the proof, `hlin` differentiates the exponent and `hp` is the rewriting of $n r^{n-1}$ as $(n/r)\,r^n$. The product rule is then applied, and `linear_combination` inserts `hp` into the result.

```lean
/-- At a positive radius the reduced radial function has slope `(n/r - Z/n) u(r)`. -/
theorem hasDerivAt_reducedRadial (n : ℕ) (Z : ℝ) {r : ℝ} (hr : 0 < r) :
    HasDerivAt (reducedRadial n Z) ((n / r - Z / n) * reducedRadial n Z r) r := by
  have hlin : HasDerivAt (fun s : ℝ => -(Z * s / n)) (-(Z / n)) r :=
    (((hasDerivAt_id' r).const_mul Z).div_const (n : ℝ)).fun_neg.congr_deriv (by ring)
  have hp : (n : ℝ) * r ^ (n - 1) = n / r * r ^ n := by
    cases n with
    | zero => simp
    | succ m =>
      rw [Nat.add_sub_cancel, pow_succ]
      field_simp
  -- product rule for the power and the exponential
  refine ((hasDerivAt_pow n r).fun_mul hlin.exp).congr_deriv ?_
  unfold reducedRadial
  linear_combination Real.exp (-(Z * r / n)) * hp
```

In the main theorem the condition appears twice. The competing radii range over `Ioi 0`, the open half-line of positive numbers, and the candidate `r` is positive as well. The second requirement is needed because `IsMaxOn f A r` says only that $f(x) \le f(r)$ for every $x$ in the set `A`; it doesn't require `r` to belong to that set. If the candidate could be any real number, the equivalence would fail. With $n = Z = 1$ the formula gives $e^{2}$ at $r = -1$, which exceeds every value at positive radii, yet $-1 \ne 1$. This rules out admitting all negative candidates; admitting $r = 0$ would do no harm, since the density vanishes there.

## $n \ge 1$: a principal quantum number

The shells of hydrogen start at $n = 1$, and $l = n - 1$ must not be negative. The condition enters the derivation when $u$ is shown to solve the radial Schrödinger equation. Write $g(r) = n/r - Z/n$, so that $u' = g u$. Differentiating again gives
$$u'' = (g' + g^2)\,u = \left(-\frac{n}{r^2} + \frac{n^2}{r^2} - \frac{2Z}{r} + \frac{Z^2}{n^2}\right) u .$$
The term $-2Z/r$ is the cross term $-2\,(n/r)(Z/n)$, in which $n$ cancels because it isn't zero. Collecting terms,
$$u'' = 2\left[\frac{(n-1)n}{2r^2} - \frac{Z}{r} + \frac{Z^2}{2n^2}\right] u = 2\,(V - E)\,u .$$
Here $V$ is the Coulomb potential plus the centrifugal term $l(l+1)/(2r^2)$ with $l = n-1$, and $E = -Z^2/(2n^2)$ is the hydrogenic energy.

The Lean theorem states this as the derivative of `deriv (reducedRadial n Z)` at each positive `r`. The slope formula holds throughout a neighbourhood of `r`, which is `hev`, so the first derivative can be replaced by $g u$ before it is differentiated. `hfac` supplies $g' = -n/r^2$, and `hc` is the cancellation of $n$ in the cross term.

```lean
/-- For `n ≥ 1` and `r > 0` the function `u` solves the radial Schrödinger equation
`u'' = 2 (V - E) u` with `V = (n-1) n / (2 r^2) - Z / r` and `E = -Z^2 / (2 n^2)`. -/
theorem radial_schrodinger {n : ℕ} (hn : 1 ≤ n) (Z : ℝ) {r : ℝ} (hr : 0 < r) :
    HasDerivAt (deriv (reducedRadial n Z))
      (2 * ((((n : ℝ) - 1) * n / (2 * r ^ 2) - Z / r) - (-(Z ^ 2 / (2 * (n : ℝ) ^ 2))))
        * reducedRadial n Z r) r := by
  have hn0 : (n : ℝ) ≠ 0 := by
    have : n ≠ 0 := by omega
    exact_mod_cast this
  have hfac : HasDerivAt (fun s : ℝ => (n : ℝ) / s - Z / n) (-(n / r ^ 2)) r :=
    (((hasDerivAt_const r (n : ℝ)).fun_div (hasDerivAt_id' r) hr.ne').sub_const
      (Z / n)).congr_deriv (by ring)
  have hc : (n : ℝ) / r * (Z / n) = Z / r := by field_simp
  -- near `r` the first derivative is given by the slope formula
  have hev : deriv (reducedRadial n Z) =ᶠ[𝓝 r]
      fun s => ((n : ℝ) / s - Z / n) * reducedRadial n Z s := by
    filter_upwards [Ioi_mem_nhds hr] with s hs
    exact (hasDerivAt_reducedRadial n Z hs).deriv
  refine HasDerivAt.congr_of_eventuallyEq ?_ hev
  refine (hfac.fun_mul (hasDerivAt_reducedRadial n Z hr)).congr_deriv ?_
  linear_combination (-2 * reducedRadial n Z r) * hc
```

The theorem places no condition on the sign of $Z$, since the differential equation is local. It contains no statement about normalisation or behaviour at infinity.

Without $n \ge 1$ the main equivalence is false. At $n = 0$, Lean's convention that division by zero gives zero turns $u$ into the constant 1, so every positive radius is a maximiser, while `bohrRadius 0 Z` is 0.

## $Z > 0$: a nucleus that attracts

A positive $Z$ means that the nucleus attracts the electron, and it makes $u$ decay at large distance. The derivation uses it to locate the change of sign in the slope of the density. Since $(u^2)' = 2uu'$,
$$\frac{d}{dr}\,u(r)^2 = 2\left(\frac{n}{r} - \frac{Z}{n}\right) u(r)^2 .$$
This formula holds for either sign of $Z$, and its proof is the product rule applied to $u \cdot u$.

```lean
/-- At a positive radius the radial density has slope `2 (n/r - Z/n) u(r)^2`. -/
theorem hasDerivAt_radialDensity (n : ℕ) (Z : ℝ) {r : ℝ} (hr : 0 < r) :
    HasDerivAt (radialDensity n Z) (2 * (n / r - Z / n) * reducedRadial n Z r ^ 2) r := by
  have e : radialDensity n Z = fun s => reducedRadial n Z s * reducedRadial n Z s := by
    funext s
    exact sq _
  have h := hasDerivAt_reducedRadial n Z hr
  rw [e]
  exact (h.fun_mul h).congr_deriv (by ring)
```

At positive $r$ the factor $u^2$ is positive, so the bracket decides the sign. Multiplying by the positive number $nr$ and then dividing by $Z$,
$$\frac{n}{r} > \frac{Z}{n} \iff n^2 > Zr \iff r < \frac{n^2}{Z},$$
and the same holds with all the inequalities reversed. The last step needs $Z > 0$. The density therefore rises strictly between the nucleus and $n^2/Z$ and falls strictly beyond. Continuity includes the endpoints, so the rise holds on $[0, n^2/Z]$ and the fall on $[n^2/Z, \infty)$.

In Lean these two intervals are `Icc 0 (bohrRadius n Z)` and `Ici (bohrRadius n Z)`. The proof establishes continuity (`hcont`) and the positivity of $u^2$ (`hu`), then applies the theorem that a derivative of one sign in the interior makes a continuous function strictly monotone on the interval. In each half, `hs` is the comparison of $n/r$ with $Z/n$ displayed above, and the hypothesis `hZ` clears the denominator of $n^2/Z$.

```lean
/-- For `n ≥ 1` and `Z > 0` the radial density has a single peak: it rises strictly from the
nucleus to `n^2 / Z` and falls strictly from there on. -/
theorem radialDensity_single_peak {n : ℕ} (hn : 1 ≤ n) {Z : ℝ} (hZ : 0 < Z) :
    StrictMonoOn (radialDensity n Z) (Icc 0 (bohrRadius n Z)) ∧
      StrictAntiOn (radialDensity n Z) (Ici (bohrRadius n Z)) := by
  have hn0 : (0 : ℝ) < n := by exact_mod_cast hn
  have hb : 0 < bohrRadius n Z := by unfold bohrRadius; positivity
  have hcont : Continuous (radialDensity n Z) := by
    unfold radialDensity reducedRadial
    fun_prop
  have hu : ∀ r : ℝ, 0 < r → 0 < reducedRadial n Z r ^ 2 := by
    intro r hr
    unfold reducedRadial
    positivity
  constructor
  · refine strictMonoOn_of_deriv_pos (convex_Icc _ _) hcont.continuousOn ?_
    intro r hr
    rw [interior_Icc] at hr
    obtain ⟨hr0, hrb⟩ := hr
    rw [(hasDerivAt_radialDensity n Z hr0).deriv]
    -- for `0 < r < n^2 / Z` the slope factor is positive
    have hs : Z / n < n / r := by
      rw [bohrRadius, lt_div_iff₀ hZ] at hrb
      rw [div_lt_div_iff₀ hn0 hr0]
      linarith
    exact mul_pos (by linarith) (hu r hr0)
  · refine strictAntiOn_of_deriv_neg (convex_Ici _) hcont.continuousOn ?_
    intro r hr
    rw [interior_Ici] at hr
    have hrb : bohrRadius n Z < r := hr
    have hr0 : 0 < r := hb.trans hrb
    rw [(hasDerivAt_radialDensity n Z hr0).deriv]
    -- for `r > n^2 / Z` the slope factor is negative
    have hs : n / r < Z / n := by
      rw [bohrRadius, div_lt_iff₀ hZ] at hrb
      rw [div_lt_div_iff₀ hr0 hn0]
      linarith
    exact mul_neg_of_neg_of_pos (by linarith) (hu r hr0)
```

Without $Z > 0$ there is no peak. For $n \ge 1$ and $Z \le 0$ the density increases without bound on the positive half-line, and the claim that it falls from `bohrRadius n Z` onwards is false. The equivalence between maximising the density and equalling $n^2/Z$ survives, but emptily: no positive radius satisfies either side.

## One maximiser among all positive radii

With all three conditions in place, the main theorem says that a positive radius maximises the density over all positive radii if and only if it is $n^2/Z$.

The argument compares any other positive radius $s$ with $b = n^2/Z$. If $s < b$, the strict rise gives $u(s)^2 < u(b)^2$. If $s > b$, the strict fall gives the same inequality. So $b$ is a maximiser, and no other positive radius can be one, because its density is smaller than the density at $b$.

The intermediate statement `hlt` is this comparison, with one case for each side of the peak. For the forward direction, a maximiser different from $b$ would contradict `hlt`. For the reverse direction, each competitor either equals $b$ or is strictly below it by `hlt`.

```lean
/-- For `n ≥ 1` and `Z > 0`, a positive radius maximises the radial density of the nodeless
state over all positive radii if and only if it equals `n^2 / Z`. -/
theorem most_probable_radius_iff {n : ℕ} (hn : 1 ≤ n) {Z : ℝ} (hZ : 0 < Z)
    {r : ℝ} (hr : 0 < r) :
    IsMaxOn (radialDensity n Z) (Ioi 0) r ↔ r = bohrRadius n Z := by
  have hn0 : (0 : ℝ) < n := by exact_mod_cast hn
  have hb : 0 < bohrRadius n Z := by unfold bohrRadius; positivity
  obtain ⟨hmono, hanti⟩ := radialDensity_single_peak hn hZ
  -- every other positive radius is strictly less probable
  have hlt : ∀ s : ℝ, 0 < s → s ≠ bohrRadius n Z →
      radialDensity n Z s < radialDensity n Z (bohrRadius n Z) := by
    intro s hs hne
    rcases lt_or_gt_of_ne hne with h | h
    · exact hmono ⟨hs.le, h.le⟩ ⟨hb.le, le_rfl⟩ h
    · exact hanti (mem_Ici.2 le_rfl) (mem_Ici.2 h.le) h
  constructor
  · intro h
    by_contra hne
    exact not_le_of_gt (hlt r hr hne) (isMaxOn_iff.1 h _ hb)
  · intro h
    rw [h]
    refine isMaxOn_iff.2 fun s hs => ?_
    by_cases hsb : s = bohrRadius n Z
    · rw [hsb]
    · exact (hlt s hs hsb).le
```

For basis sets, the theorem also locates the peak of the radial density $r^2 R(r)^2$ of a single Slater-type function $R(r) = r^{n-1}e^{-\zeta r}$ with $n \ge 1$ and exponent $\zeta > 0$. Putting $Z = n\zeta$ gives the radius $n/\zeta$. This concerns one function by itself, not a contracted orbital or the density of a many-electron atom.

## The same radius from the Bohr orbit

In Bohr's picture the electron moves on a circle of radius $r$ with speed $v$. Two conditions are postulated. The first, $vr = n$, is the quantisation of angular momentum in units of $\hbar$, with the electron mass equal to 1. The second, $v^2/r = Z/r^2$, says that the Coulomb attraction provides the centripetal acceleration.

The second condition gives $v^2 r^2 = Zr$, and the first turns the left side into $n^2$, so $r = n^2/Z$. Conversely, if $Zr = n^2$, the speed $v = n/r$ satisfies both conditions. Positivity of $r$ and $Z$ is used to clear denominators. The condition $n \ge 1$ isn't required: at $n = 0$ there is no such orbit, and no positive radius equals 0.

The Lean proof takes the same two steps, with `linear_combination` for the first direction and the explicit speed `n / r` for the second.

```lean
/-- For `Z > 0`, a positive radius equals `n^2 / Z` exactly when some speed `v` on the circle of
that radius has angular momentum `v r = n` and centripetal acceleration `v^2 / r = Z / r^2`. -/
theorem bohr_orbit_iff (n : ℕ) {Z : ℝ} (hZ : 0 < Z) {r : ℝ} (hr : 0 < r) :
    (∃ v : ℝ, v * r = n ∧ v ^ 2 / r = Z / r ^ 2) ↔ r = bohrRadius n Z := by
  rw [bohrRadius, eq_div_iff hZ.ne']
  constructor
  · rintro ⟨v, hv, hf⟩
    rw [div_eq_div_iff hr.ne' (pow_ne_zero 2 hr.ne')] at hf
    rw [← hv]
    linear_combination -hf
  · intro h
    refine ⟨n / r, div_mul_cancel₀ _ hr.ne', ?_⟩
    rw [div_pow, ← h]
    field_simp

end

end NodelessMostProbableRadius
```

```lean
#print axioms NodelessMostProbableRadius.radial_schrodinger
#print axioms NodelessMostProbableRadius.radialDensity_single_peak
#print axioms NodelessMostProbableRadius.most_probable_radius_iff
#print axioms NodelessMostProbableRadius.bohr_orbit_iff
```

```
'NodelessMostProbableRadius.radial_schrodinger' depends on axioms: [propext, Classical.choice, Quot.sound]
'NodelessMostProbableRadius.radialDensity_single_peak' depends on axioms: [propext, Classical.choice, Quot.sound]
'NodelessMostProbableRadius.most_probable_radius_iff' depends on axioms: [propext, Classical.choice, Quot.sound]
'NodelessMostProbableRadius.bohr_orbit_iff' depends on axioms: [propext, Classical.choice, Quot.sound]
```

What is proved here is an agreement of radii, not of the two pictures as a whole. The quantum state has a spread of distances around it, and for $n = 1$ its orbital angular momentum is zero, where Bohr's orbit has one unit.

## The ground state, and a different density

The smallest case is $n = 1$, the 1s state. Its normalised radial density is $4Z^3 r^2 e^{-2Zr}$, with its maximum at $r = 1/Z$ and the value $4Z e^{-2} \approx 0.54\,Z$ there. For hydrogen the most probable distance is $a_0$.

"Most probable" could also have been modelled through the probability per unit volume along a fixed direction (one where the angular factor isn't zero), which is proportional to $(u/r)^2 = r^{2n-2} e^{-2Zr/n}$. The same calculus then puts the maximum at $n(n-1)/Z$. For the 1s state that is the nucleus itself, although the most probable distance is $1/Z$: the volume of a thin spherical shell grows as $r^2$ and shifts the peak outwards. This comparison is ordinary calculus and has no Lean proof here.
